# For a free-energy profile of bounded slope, the mean restraint force in a harmonic umbrella window equals the window average of $F'$

Let a coordinate $s$ sit on a free-energy slope of constant steepness, $F(s) = as$, and let a spring of stiffness $k$ pull it towards a centre $c$. At inverse temperature $\beta = 1/(k_BT)$ its density is proportional to

$$w(s) = e^{-\beta\left(as + k(s-c)^2/2\right)}, \qquad w'(s) = -\beta\,\bigl(a + k(s-c)\bigr)\,w(s).$$

Since $w$ vanishes at both ends of the line, $\int w'\,ds = 0$. Dividing by $-\beta\int w\,ds$ gives $a + k(\langle s\rangle - c) = 0$, so $k(c - \langle s\rangle) = a$. The spring's mean force balances the slope.

For a curved profile the same steps give

$$w' = -\beta\,\bigl(F' + k(s-c)\bigr)\,w, \qquad 0 = \langle F'\rangle + k\bigl(\langle s\rangle - c\bigr), \qquad k\,(c-\langle s\rangle) = \langle F'\rangle .$$

In umbrella sampling, the mean position in a window therefore gives the slope of a one-dimensional profile of bounded slope, averaged over that window. For a curved profile this average generally differs from the slope at the window's centre $c$. The derivation differentiates $w$ and uses that the integrals converge and that the boundary terms vanish. The hypotheses below are sufficient for these steps.

## The restrained density and its conventions

```lean
import Mathlib

open MeasureTheory

namespace UmbrellaSampling

noncomputable section
```

The function `weight` is $w$ for a general profile. The restraint energy carries the factor $\tfrac12$, so a program that uses $k(s-c)^2$ has a stiffness half as large for the same spring. The letter $k$ is always the spring constant, never Boltzmann's constant.

```lean
/-- Boltzmann factor of the free-energy profile `F` with a harmonic restraint of stiffness `k`
centred at `c`, at inverse temperature `β`. -/
def weight (F : ℝ → ℝ) (β k c s : ℝ) : ℝ :=
  Real.exp (-β * (F s + k * (s - c) ^ 2 / 2))
```

The average $\langle g\rangle$ of an observable $g$ is `windowAvg F β k c g`, the weighted integral divided by $Z = \int w\,ds$.

```lean
/-- Average of the observable `g` over the umbrella window, provided that `weight F β k c` and its
product with `g` are both integrable. -/
def windowAvg (F : ℝ → ℝ) (β k c : ℝ) (g : ℝ → ℝ) : ℝ :=
  (∫ s, g s * weight F β k c s) / ∫ s, weight F β k c s
```

Lean assigns the value 0 to a divergent integral and to a division by zero, so this quotient is an average only where the integrals converge.

The coordinate runs over the whole real line, which excludes a distance confined to $s>0$ and an angle on a circle. The step from here to a simulation is the assumption that the restrained trajectory samples $s$ with density $w/Z$, where $F$ is the potential of mean force along $s$.

## Differentiability: a profile without jumps

The hypothesis `hF : Differentiable ℝ F` says that the profile has a finite slope at every point. By hand it is used to differentiate $w$. Every $C^1$ profile of bounded slope is included, and continuity of $F'$ is not required.

Let $F$ instead step up by $h>0$ at $s=0$ and be constant on either side, with $c=0$. The step favours the left side, so $\langle s\rangle<0$ and the mean restraint force is positive, while $F'=0$ everywhere except at the step. The identity fails because the force is concentrated in the jump. Differentiability at all but one point, with bounded slope there, is thus not enough if $F$ may jump.

The proof first uses differentiability together with a slope bound $M$, through the mean value inequality $|F(s)-F(c)|\le M|s-c|$.

```lean
/-- A differentiable function with slope bounded by `M` changes by at most `M` times the
displacement. -/
theorem abs_change_le {F : ℝ → ℝ} {M : ℝ} (hF : Differentiable ℝ F)
    (hM : ∀ s, |deriv F s| ≤ M) (c s : ℝ) : |F s - F c| ≤ M * |s - c| := by
  have h := convex_univ.norm_image_sub_le_of_norm_deriv_le (f := F) (C := M)
    (fun x _ => hF x) (fun x _ => by rw [Real.norm_eq_abs]; exact hM x)
    (Set.mem_univ c) (Set.mem_univ s)
  simpa only [Real.norm_eq_abs] using h
```

## Bounded slope: a profile that the spring outweighs at large distance

The hypothesis `hM` says $|F'(s)|\le M$ for all $s$: the force from the profile has a finite maximum strength. A potential of mean force that diverges at a hard contact does not satisfy it.

By hand, the bound makes the integrals converge. Write $x = s-c$. From $F(s)\ge F(c)-M|x|$ and

$$\frac{M^2}{k} + \frac{k x^2}{4} - M|x| = \frac{1}{k}\left(\frac{k|x|}{2} - M\right)^2 \ge 0$$

it follows that

$$F(s) + \frac{k x^2}{2} \;\ge\; F(c) - \frac{M^2}{k} + \frac{k x^2}{4}, \qquad w(s) \le e^{\beta(M^2/k - F(c))}\, e^{-\beta k x^2/4}.$$

Half of the spring energy absorbs the linear growth of the profile, and the other half leaves a Gaussian. A Gaussian times a quadratic polynomial is integrable, so every measurable observable with $|g(s)|\le A + Bx^2$ has a finite weighted integral.

The proof has the same structure. In it, `hsq` is the completed square, `hw` is the Gaussian bound, and `hdom` is the integrable function that dominates the integrand.

```lean
variable {F : ℝ → ℝ} {β k M : ℝ}

/-- For a differentiable profile of bounded slope and `β, k > 0`, every measurable observable of
at most quadratic growth is integrable against the Boltzmann factor of the window. -/
theorem integrable_mul_weight (hβ : 0 < β) (hk : 0 < k) (hF : Differentiable ℝ F)
    (hM : ∀ s, |deriv F s| ≤ M) (c : ℝ) {g : ℝ → ℝ} (hg : Measurable g) {A B : ℝ}
    (hgb : ∀ s, |g s| ≤ A + B * (s - c) ^ 2) :
    Integrable (fun s => g s * weight F β k c s) := by
  have hb : 0 < β * k / 4 := by positivity
  have h0 := (integrable_exp_neg_mul_sq hb).comp_sub_right c
  have h2 : Integrable (fun x : ℝ => x ^ 2 * Real.exp (-(β * k / 4) * x ^ 2)) := by
    have h := integrable_rpow_mul_exp_neg_mul_sq hb (s := 2) (by norm_num)
    simpa only [Real.rpow_two] using h
  have hdom := ((h0.const_mul A).add ((h2.comp_sub_right c).const_mul B)).const_mul
    (Real.exp (β * (M ^ 2 / k - F c)))
  refine hdom.mono' ?_ (Filter.Eventually.of_forall fun s => ?_)
  · have hc := hF.continuous
    have hw : Continuous (fun s => Real.exp (-β * (F s + k * (s - c) ^ 2 / 2))) := by fun_prop
    exact (hg.mul hw.measurable).aestronglyMeasurable
  · -- half of the spring energy absorbs the linear growth of `F`
    have hsq : M * |s - c| ≤ M ^ 2 / k + k * (s - c) ^ 2 / 4 := by
      have h : M ^ 2 / k + k * (s - c) ^ 2 / 4 - M * |s - c| = (k * |s - c| / 2 - M) ^ 2 / k := by
        rw [← sq_abs (s - c)]
        field_simp
        ring
      have h' : 0 ≤ (k * |s - c| / 2 - M) ^ 2 / k := by positivity
      linarith
    have hw : weight F β k c s ≤
        Real.exp (β * (M ^ 2 / k - F c)) * Real.exp (-(β * k / 4) * (s - c) ^ 2) := by
      rw [weight, ← Real.exp_add]
      apply Real.exp_le_exp.mpr
      have h1 : 0 ≤ F s - F c + (M ^ 2 / k + k * (s - c) ^ 2 / 4) := by
        linarith [neg_abs_le (F s - F c), abs_change_le hF hM c s]
      nlinarith [mul_nonneg hβ.le h1]
    show ‖g s * weight F β k c s‖ ≤ _
    have hpos : 0 < weight F β k c s := Real.exp_pos _
    rw [Real.norm_eq_abs, abs_mul, abs_of_pos hpos]
    calc |g s| * weight F β k c s ≤ (A + B * (s - c) ^ 2) *
          (Real.exp (β * (M ^ 2 / k - F c)) * Real.exp (-(β * k / 4) * (s - c) ^ 2)) :=
          mul_le_mul (hgb s) hw (Real.exp_pos _).le ((abs_nonneg _).trans (hgb s))
      _ = _ := by simp only [Pi.add_apply]; ring
```

For $F(s) = -ks^2$ the total energy falls to $-\infty$ on both sides and no normalised density exists. Some limit on how fast $F$ may fall is therefore needed. The example does not show that the slope must be bounded, and a confining harmonic profile also obeys the identity, by a direct Gaussian integral.

## Positive stiffness and positive temperature: a density that can be normalised

The hypothesis `hk : 0 < k` says that the spring pulls towards its centre, and `hβ : 0 < β` says that the temperature is positive and finite. By hand, both make the exponent $-\beta kx^2/4$ negative, and $\beta\neq0$ also allows the division that leads to the identity. The proof uses them in the same places: in the Gaussian bound, and when $\beta$ is cancelled.

With $k=0$ and a flat profile, the weight is constant and has no finite integral, so $k\ge 0$ alone does not guarantee a density. With $\beta\le 0$, while $k>0$ and the slope is bounded, the weight is constant or grows at large distance, and again there is no density.

Under the stated hypotheses $Z$ is finite and strictly positive. The proof takes the constant observable 1 in the previous bound, and positivity follows because an exponential is positive everywhere.

```lean
/-- For a differentiable profile of bounded slope and `β, k > 0`, the Boltzmann factor of the
window is integrable and its partition integral is positive. -/
theorem partition_pos (hβ : 0 < β) (hk : 0 < k) (hF : Differentiable ℝ F)
    (hM : ∀ s, |deriv F s| ≤ M) (c : ℝ) :
    Integrable (fun s => weight F β k c s) ∧ 0 < ∫ s, weight F β k c s := by
  have h : Integrable (fun s => weight F β k c s) := by
    simpa only [one_mul] using integrable_mul_weight hβ hk hF hM c (g := fun _ => 1)
      measurable_const (A := 1) (B := 0) (by simp)
  refine ⟨h, ?_⟩
  unfold weight at h ⊢
  exact integral_exp_pos h
```

## Bounded slope of the observable: boundary terms that vanish

The integration by parts is proved for a differentiable observable $g$ with $|g'|\le D$, a quantity that changes at most linearly with distance. By hand,

$$(g\,w)' = g'\,w - \beta\, g\,\bigl(F' + k(s-c)\bigr)\,w .$$

Since $|g(s)|\le |g(c)| + D|x|$, the product $gw$ vanishes at both ends. Integrating and dividing by $Z$ gives

$$\langle g'\rangle = \beta\,\bigl\langle g\,\bigl(F' + k(s-c)\bigr)\bigr\rangle .$$

In the proof, `i0`, `i1` and `i2` establish that $gw$ and the two terms of its derivative are integrable, with $|x|\le 1+x^2$ turning linear bounds into quadratic ones. The derivative itself is `hder`. A Mathlib theorem then gives `hz`: if a function and its derivative are both integrable on the line, the derivative integrates to zero.

```lean
/-- Integration by parts in the window: for `β, k > 0` and differentiable `F` and `g` of bounded
slope, the average of `g'` is `β` times the average of `g` times the total energy gradient. -/
theorem avg_deriv (hβ : 0 < β) (hk : 0 < k) (hF : Differentiable ℝ F)
    (hM : ∀ s, |deriv F s| ≤ M) (c : ℝ) {g : ℝ → ℝ} {D : ℝ} (hg : Differentiable ℝ g)
    (hD : ∀ s, |deriv g s| ≤ D) :
    windowAvg F β k c (deriv g) =
      β * windowAvg F β k c (fun s => g s * (deriv F s + k * (s - c))) := by
  have hM0 : 0 ≤ M := (abs_nonneg _).trans (hM 0)
  have hD0 : 0 ≤ D := (abs_nonneg _).trans (hD 0)
  have hx : ∀ s, |s - c| ≤ 1 + (s - c) ^ 2 := fun s => by
    nlinarith [sq_abs (s - c), sq_nonneg (|s - c| - 1), abs_nonneg (s - c)]
  have hgb : ∀ s, |g s| ≤ |g c| + D * |s - c| := fun s => by
    linarith [abs_change_le hg hD c s, abs_sub_abs_le_abs_sub (g s) (g c)]
  have i0 := integrable_mul_weight hβ hk hF hM c hg.continuous.measurable
    (A := |g c| + D) (B := D) (fun s => by
      linarith [hgb s, mul_le_mul_of_nonneg_left (hx s) hD0])
  have i1 := integrable_mul_weight hβ hk hF hM c (measurable_deriv g)
    (A := D) (B := 0) (fun s => by linarith [hD s])
  have hm : Measurable (fun s => g s * (deriv F s + k * (s - c))) :=
    hg.continuous.measurable.mul
      ((measurable_deriv F).add ((measurable_id.sub_const c).const_mul k))
  have i2 := integrable_mul_weight hβ hk hF hM c hm
    (A := |g c| * M + (|g c| * k + D * M)) (B := |g c| * k + D * M + D * k) (fun s => by
      have h2 : |deriv F s + k * (s - c)| ≤ M + k * |s - c| := by
        refine (abs_add_le _ _).trans ?_
        rw [abs_mul, abs_of_pos hk]
        linarith [hM s]
      have h3 : D * k * |s - c| ^ 2 = D * k * (s - c) ^ 2 := by rw [sq_abs]
      have h4 := mul_le_mul_of_nonneg_left (hx s) (by positivity : 0 ≤ |g c| * k + D * M)
      have h5 := mul_le_mul (hgb s) h2 (abs_nonneg _) (by positivity)
      rw [abs_mul]
      nlinarith [h3, h4, h5])
  have hder : ∀ s, HasDerivAt (fun s => g s * weight F β k c s)
      (deriv g s * weight F β k c s -
        β * (g s * (deriv F s + k * (s - c)) * weight F β k c s)) s := fun s => by
    have h : HasDerivAt (fun s => (s - c) ^ 2) (2 * (s - c)) s := by
      simpa using ((hasDerivAt_id' s).sub_const c).fun_pow 2
    have hq := ((hF s).hasDerivAt.fun_add ((h.const_mul k).div_const 2)).const_mul (-β)
    exact ((hg s).hasDerivAt.fun_mul hq.exp).congr_deriv (by unfold weight; ring)
  -- the boundary terms vanish
  have hz := integral_eq_zero_of_hasDerivAt_of_integrable hder (i1.sub (i2.const_mul β)) i0
  rw [integral_sub i1 (i2.const_mul β), integral_const_mul] at hz
  simp only [windowAvg]
  rw [← mul_div_assoc, sub_eq_zero.mp hz]
```

With no growth condition on $g$ the averages may not exist. For $g = 1/w$, the integrand $g'w = \beta(F' + k(s-c))$ grows linearly and has no finite integral.

## The force balance for any window centre

The theorem `mean_restraint_force` states that, for $\beta,k>0$, a differentiable $F$ with $|F'|\le M$ and any real centre $c$,

$$k\,(c-\langle s\rangle) = \langle F'\rangle .$$

In Lean, $\langle s\rangle$ is the average of `fun s => s`, and $F'$ is `deriv F`. The left side is the mean force that the spring exerts on the coordinate. The force from the profile is $-F'$, so the identity says that the two forces cancel on average. Many texts reserve the name "mean force" for $-F'$.

No condition is placed on $c$: the window may sit in a well, on a barrier or on a slope. Nor does the spring have to be stiff.

The proof takes $g=1$ in the integration by parts, as in the opening example. This gives `hp`, in which the left side is zero. Cancelling $\beta$ and $Z$ leaves `h0`: the weighted integral of the total energy gradient vanishes. That integral is split into the parts from $F'$, $ks$ and $kc$, each of which converges separately, and the last line rearranges them.

```lean
/-- Mean-force identity of umbrella sampling: for a differentiable profile of bounded slope and
`β, k > 0`, the mean restraint force `k (c - ⟨s⟩)` equals the window average of `F'`. -/
theorem mean_restraint_force (hβ : 0 < β) (hk : 0 < k) (hF : Differentiable ℝ F)
    (hM : ∀ s, |deriv F s| ≤ M) (c : ℝ) :
    k * (c - windowAvg F β k c (fun s => s)) = windowAvg F β k c (deriv F) := by
  obtain ⟨iw, hZ⟩ := partition_pos hβ hk hF hM c
  have iF := integrable_mul_weight hβ hk hF hM c (measurable_deriv F)
    (A := M) (B := 0) (fun s => by linarith [hM s])
  have is := integrable_mul_weight hβ hk hF hM c (g := fun s => s) measurable_id
    (A := |c| + 1) (B := 1) (fun s => by
      have h := abs_add_le (s - c) c
      rw [sub_add_cancel] at h
      nlinarith [sq_abs (s - c), sq_nonneg (|s - c| - 1), abs_nonneg (s - c)])
  -- a constant observable: the total force averages to zero
  have hp := avg_deriv hβ hk hF hM c (g := fun _ => 1) (D := 0)
    (differentiable_const _) (by simp)
  simp only [windowAvg, deriv_const, one_mul, zero_mul, integral_zero, zero_div] at hp
  have h0 := (div_eq_zero_iff.mp ((mul_eq_zero.mp hp.symm).resolve_left hβ.ne')).resolve_right
    hZ.ne'
  have i12 : Integrable (fun s => deriv F s * weight F β k c s + k * (s * weight F β k c s)) :=
    iF.add (is.const_mul k)
  have e : ∫ s, (deriv F s + k * (s - c)) * weight F β k c s =
      ∫ s, ((deriv F s * weight F β k c s + k * (s * weight F β k c s)) -
        k * c * weight F β k c s) := by
    congr 1; ext s; ring
  rw [e, integral_sub i12 (iw.const_mul _), integral_add iF (is.const_mul k),
    integral_const_mul, integral_const_mul] at h0
  simp only [windowAvg]
  rw [eq_div_iff hZ.ne']
  have hS := div_mul_cancel₀ (∫ s, s * weight F β k c s) hZ.ne'
  linear_combination (-k) * hS - h0
```

## A virial relation from the same integration by parts

Taking $g(s)=s-c$, for which $g'=1$, gives under the same hypotheses

$$\bigl\langle (s-c)\,F'(s)\bigr\rangle + k\,\bigl\langle (s-c)^2\bigr\rangle = \frac1\beta .$$

For a flat profile this is equipartition, $\tfrac12 k\langle (s-c)^2\rangle = \tfrac12 k_BT$. In general the first term is the correction due to the profile. The second moment is taken about the spring's centre $c$, not about the window mean.

The Lean statement keeps the two terms inside one average. They can be separated as displayed, because each grows at most quadratically and so has a finite weighted integral. Its proof computes the derivative of $s-c$ in `hd`, shows in `h1` that the average of 1 is 1, and divides by $\beta$.

```lean
/-- Virial relation of the window: for a differentiable profile of bounded slope and `β, k > 0`, the
average of `(s - c) (F'(s) + k (s - c))` is `1/β`. -/
theorem window_virial (hβ : 0 < β) (hk : 0 < k) (hF : Differentiable ℝ F)
    (hM : ∀ s, |deriv F s| ≤ M) (c : ℝ) :
    windowAvg F β k c (fun s => (s - c) * (deriv F s + k * (s - c))) = 1 / β := by
  obtain ⟨-, hZ⟩ := partition_pos hβ hk hF hM c
  have hd : deriv (fun s : ℝ => s - c) = fun _ => 1 := by
    funext s
    exact ((hasDerivAt_id' s).sub_const c).deriv
  have hp := avg_deriv hβ hk hF hM c (g := fun s => s - c) (D := 1)
    (differentiable_id.sub_const c) (fun s => by rw [hd]; simp)
  have h1 : windowAvg F β k c (fun _ => 1) = 1 := by
    simp only [windowAvg, one_mul]
    exact div_self hZ.ne'
  rw [hd, h1] at hp
  rw [eq_div_iff hβ.ne', mul_comm]
  exact hp.symm

end

end UmbrellaSampling
```

```lean
#print axioms UmbrellaSampling.mean_restraint_force
-- 'UmbrellaSampling.mean_restraint_force' depends on axioms: [propext, Classical.choice, Quot.sound]
#print axioms UmbrellaSampling.window_virial
-- 'UmbrellaSampling.window_virial' depends on axioms: [propext, Classical.choice, Quot.sound]
```
